# The DFT+U gap of evenly spread charges tends to a directional derivative of a differentiable cell energy

Let e(n) = f(n) + ((U−J)/2) Tr(n − n²) be the energy per cell at a real square occupation matrix n, with f differentiable at n and U, J the on-site Coulomb and exchange parameters. If a density A is added to k cells and a density B is removed from k cells, each spread evenly, the total-energy gap k(e(n+A/k) + e(n−B/k) − 2e(n)) tends to Df(n)(A−B) + (U−J) Tr((1/2−n)(A−B)) as k grows.

In Lean 4 with Mathlib:

```lean
import Mathlib

open Filter Topology Matrix

namespace HubbardGap

noncomputable section

section Supercell

variable {E : Type*} [AddCommGroup E] [Module ℝ E]

/-- Total energy of `k` cells with occupations `ν i`, when each cell has energy `e (ν i)`. -/
def supercellEnergy (e : E → ℝ) {k : ℕ} (ν : Fin k → E) : ℝ := ∑ i, e (ν i)

/-- Energy to add the density `A` and to remove the density `B`, each spread evenly over
`k ≥ 1` cells of occupation `n`. -/
def supercellGap (e : E → ℝ) (n A B : E) (k : ℕ) : ℝ :=
  supercellEnergy e (fun _ : Fin k => n + (k : ℝ)⁻¹ • A)
    + supercellEnergy e (fun _ : Fin k => n - (k : ℝ)⁻¹ • B)
    - 2 * supercellEnergy e (fun _ : Fin k => n)

/-- The gap of the supercell is `k` times the same combination of energies per cell. -/
theorem supercellGap_eq (e : E → ℝ) (n A B : E) (k : ℕ) :
    supercellGap e n A B k =
      k * (e (n + (k : ℝ)⁻¹ • A) + e (n - (k : ℝ)⁻¹ • B) - 2 * e n) := by
  simp only [supercellGap, supercellEnergy, Finset.sum_const, Finset.card_univ,
    Fintype.card_fin, nsmul_eq_mul]
  ring

end Supercell

/-- For an energy per cell differentiable at `n`, the gap tends to the derivative in the
direction `A - B` as the number of cells grows. -/
theorem differentiable_gap_tendsto {E : Type*} [NormedAddCommGroup E] [NormedSpace ℝ E]
    {f : E → ℝ} {f' : E →L[ℝ] ℝ} {n : E} (hf : HasFDerivAt f f' n) (A B : E) :
    Tendsto (supercellGap f n A B) atTop (𝓝 (f' (A - B))) := by
  have hc : Tendsto (fun k : ℕ => ‖(k : ℝ)‖) atTop atTop :=
    tendsto_norm_atTop_atTop.comp tendsto_natCast_atTop_atTop
  -- difference quotients for the added and for the removed density
  have h := (hf.lim A hc).add (hf.lim (-B) hc)
  rw [← map_add, ← sub_eq_add_neg] at h
  refine h.congr fun k => ?_
  rw [supercellGap_eq, smul_neg, ← sub_eq_add_neg, smul_eq_mul, smul_eq_mul]
  ring

variable {ι : Type*} [Fintype ι] [DecidableEq ι]

/-- The rotationally invariant Hubbard correction `((U - J)/2) Tr(n - n²)`. -/
def hubbardTerm (U J : ℝ) (n : Matrix ι ι ℝ) : ℝ := (U - J) / 2 * trace (n - n * n)

/-- The DFT+U energy per cell: a density functional `f` plus the Hubbard correction. -/
def energy (f : Matrix ι ι ℝ → ℝ) (U J : ℝ) (n : Matrix ι ι ℝ) : ℝ :=
  f n + hubbardTerm U J n

/-- The Hubbard potential `(U - J)(1/2 - n)` acting on the localised orbitals. -/
def hubbardPotential (U J : ℝ) (n : Matrix ι ι ℝ) : Matrix ι ι ℝ :=
  (U - J) • ((1 / 2 : ℝ) • (1 : Matrix ι ι ℝ) - n)

/-- Exact change of the Hubbard correction when the occupation moves by `t A`: a term linear
in the Hubbard potential and a quadratic term. -/
theorem hubbardTerm_add_smul (U J t : ℝ) (n A : Matrix ι ι ℝ) :
    hubbardTerm U J (n + t • A) = hubbardTerm U J n
      + t * trace (hubbardPotential U J n * A) - t ^ 2 * ((U - J) / 2) * trace (A * A) := by
  have hc : trace (A * n) = trace (n * A) := Matrix.trace_mul_comm A n
  simp only [hubbardTerm, hubbardPotential, Matrix.add_mul, Matrix.mul_add, Matrix.sub_mul,
    Matrix.smul_mul, Matrix.mul_smul, Matrix.one_mul, Matrix.trace_add, Matrix.trace_sub,
    Matrix.trace_smul, smul_eq_mul, hc]
  ring

/-- The Hubbard part of the gap for `k ≥ 1` cells: the difference of potential energies minus a
correction proportional to `1/k`. -/
theorem hubbard_gap_finite (U J : ℝ) (n A B : Matrix ι ι ℝ) {k : ℕ} (hk : k ≠ 0) :
    supercellGap (hubbardTerm U J) n A B k = trace (hubbardPotential U J n * (A - B))
      - ((U - J) / 2 * (trace (A * A) + trace (B * B))) / k := by
  have hk' : (k : ℝ) ≠ 0 := Nat.cast_ne_zero.mpr hk
  have hB : n - (k : ℝ)⁻¹ • B = n + (-(k : ℝ)⁻¹) • B := by
    rw [neg_smul, sub_eq_add_neg]
  rw [supercellGap_eq, hB, hubbardTerm_add_smul, hubbardTerm_add_smul, Matrix.mul_sub,
    Matrix.trace_sub]
  field_simp
  ring

/-- As the number of cells grows, the Hubbard part of the gap tends to the difference of the
potential energies of the added and the removed density. -/
theorem hubbard_gap_tendsto (U J : ℝ) (n A B : Matrix ι ι ℝ) :
    Tendsto (supercellGap (hubbardTerm U J) n A B) atTop
      (𝓝 (trace (hubbardPotential U J n * (A - B)))) := by
  have h := (tendsto_const_nhds (x := trace (hubbardPotential U J n * (A - B)))).sub
    (tendsto_const_div_atTop_nhds_zero_nat
      ((U - J) / 2 * (trace (A * A) + trace (B * B))))
  rw [sub_zero] at h
  refine h.congr' ?_
  filter_upwards [eventually_ne_atTop 0] with k hk
  exact (hubbard_gap_finite U J n A B hk).symm

attribute [local instance] Matrix.normedAddCommGroup Matrix.normedSpace

/-- The DFT+U gap for a density `A` added and a density `B` removed, each spread evenly over ever
more cells, tends to `Df(n)(A - B) + (U - J) Tr((1/2 - n)(A - B))`. -/
theorem dftU_gap_tendsto {f : Matrix ι ι ℝ → ℝ} {f' : Matrix ι ι ℝ →L[ℝ] ℝ}
    {n : Matrix ι ι ℝ} (hf : HasFDerivAt f f' n) (U J : ℝ) (A B : Matrix ι ι ℝ) :
    Tendsto (supercellGap (energy f U J) n A B) atTop
      (𝓝 (f' (A - B) + trace (hubbardPotential U J n * (A - B)))) := by
  refine ((differentiable_gap_tendsto hf A B).add
    (hubbard_gap_tendsto U J n A B)).congr fun k => ?_
  -- the gap is additive in the energy functional
  simp only [supercellGap_eq, energy]
  ring

/-- A normalised orbital that is an eigenvector of `n` with occupation `p` has the Hubbard
potential energy `(U - J)(1/2 - p)`. -/
theorem orbital_potential (U J : ℝ) {n : Matrix ι ι ℝ} {c : ι → ℝ} {p : ℝ}
    (hc : c ⬝ᵥ c = 1) (hn : n *ᵥ c = p • c) :
    trace (hubbardPotential U J n * vecMulVec c c) = (U - J) * (1 / 2 - p) := by
  rw [Matrix.mul_vecMulVec, Matrix.trace_vecMulVec, hubbardPotential, Matrix.smul_mulVec,
    Matrix.sub_mulVec, Matrix.smul_mulVec, Matrix.one_mulVec, hn]
  simp only [smul_dotProduct, sub_dotProduct, hc, smul_eq_mul]
  ring

/-- Let `c` and `v` be normalised eigenvectors of `n` with occupations `p` and `q`. If one electron
is added in `c` and, separately, one is removed from `v`, the Hubbard correction contributes `(U -
J)(q - p)` to the limiting gap. -/
theorem orbital_gap_tendsto {f : Matrix ι ι ℝ → ℝ} {f' : Matrix ι ι ℝ →L[ℝ] ℝ}
    {n : Matrix ι ι ℝ} (hf : HasFDerivAt f f' n) (U J : ℝ) {c v : ι → ℝ} {p q : ℝ}
    (hc : c ⬝ᵥ c = 1) (hv : v ⬝ᵥ v = 1) (hnc : n *ᵥ c = p • c) (hnv : n *ᵥ v = q • v) :
    Tendsto (supercellGap (energy f U J) n (vecMulVec c c) (vecMulVec v v)) atTop
      (𝓝 (f' (vecMulVec c c - vecMulVec v v) + (U - J) * (q - p))) := by
  have h := dftU_gap_tendsto hf U J (vecMulVec c c) (vecMulVec v v)
  have hV : trace (hubbardPotential U J n * (vecMulVec c c - vecMulVec v v))
      = (U - J) * (q - p) := by
    rw [Matrix.mul_sub, Matrix.trace_sub, orbital_potential U J hc hnc,
      orbital_potential U J hv hnv]
    ring
  rwa [hV] at h

/-- Two orbitals, the first filled and the second empty, with band energy `Tr(h n)`: for an electron
added in the second and one removed from the first, the limiting gap is `h₁₁ - h₀₀ + (U - J)`. -/
theorem orbital_gap_witness (h : Matrix (Fin 2) (Fin 2) ℝ) (U J : ℝ) :
    Tendsto (supercellGap (energy (fun m => trace (h * m)) U J) !![1, 0; 0, 0]
      (vecMulVec ![0, 1] ![0, 1]) (vecMulVec ![1, 0] ![1, 0])) atTop
      (𝓝 (h 1 1 - h 0 0 + (U - J))) := by
  let L : Matrix (Fin 2) (Fin 2) ℝ →ₗ[ℝ] ℝ :=
    (Matrix.traceLinearMap (Fin 2) ℝ ℝ) ∘ₗ (LinearMap.mulLeft ℝ h)
  -- the band energy is linear, hence its own derivative
  have hL : HasFDerivAt (fun m : Matrix (Fin 2) (Fin 2) ℝ => trace (h * m))
      (LinearMap.toContinuousLinearMap L) !![1, 0; 0, 0] :=
    (LinearMap.toContinuousLinearMap L).hasFDerivAt
  have key := orbital_gap_tendsto hL U J (c := ![0, 1]) (v := ![1, 0]) (p := 0) (q := 1)
    (by simp [dotProduct, Fin.sum_univ_succ]) (by simp [dotProduct, Fin.sum_univ_succ])
    (by ext i; fin_cases i <;> simp [Matrix.mulVec, dotProduct, Fin.sum_univ_succ])
    (by ext i; fin_cases i <;> simp [Matrix.mulVec, dotProduct, Fin.sum_univ_succ])
  have hval : LinearMap.toContinuousLinearMap L
      (vecMulVec ![0, 1] ![0, 1] - vecMulVec ![1, 0] ![1, 0]) = h 1 1 - h 0 0 := by
    change trace (h * (vecMulVec ![0, 1] ![0, 1] - vecMulVec ![1, 0] ![1, 0])) = _
    simp [Matrix.trace_fin_two, Matrix.mul_apply, Fin.sum_univ_succ]
    ring
  rw [hval, sub_zero, mul_one] at key
  exact key

end

end HubbardGap
```

```lean
#print axioms HubbardGap.differentiable_gap_tendsto
#print axioms HubbardGap.orbital_gap_tendsto
```

```
'HubbardGap.differentiable_gap_tendsto' depends on axioms: [propext, Classical.choice, Quot.sound]
'HubbardGap.orbital_gap_tendsto' depends on axioms: [propext, Classical.choice, Quot.sound]
```

## From supercell energies to a one-electron gap

The main theorem is `dftU_gap_tendsto`. The finite type `ι` labels the localised spin-orbitals of a cell (called orbitals below), `energy f U J` is e, and `supercellGap` is E(added) + E(removed) − 2E(reference), where each E sums the cell energies. The hypothesis `HasFDerivAt f f' n` says that `f'` is the Fréchet derivative Df(n). The matrix norm chosen in the file does not affect this, since all norms are equivalent in finite dimension.

The difference U−J is a postulated constant. It stands for an effective on-site repulsion which, when positive, penalises fractional occupations between 0 and 1. Its potential is `hubbardPotential`:

V = (U−J)(1/2 − n)

The theorem allows any real matrices n, A and B. For one electron in a normalised real orbital c, the density is ccᵀ, written `vecMulVec c c`, with trace 1. The limit is then a difference of expectation values of the one-electron operator defined by Df(n) and V. It is the generalized Kohn–Sham gap when n is the self-consistent occupation matrix and the orbitals filled and emptied are the frontier eigenstates of that operator, conditions the theorems do not impose.

In this model of independent cells with a differentiable f, a total-energy gap for delocalised charges thus agrees with a one-electron energy difference, which bears on how DFT+U band gaps are read. The even spreading is assumed, not derived from a minimisation. The density functional of an actual calculation depends on the whole electron density, whereas f here depends on n alone. Interactions between cells, lattice relaxation and derivative discontinuities of f at n are absent.

## Why the limit holds

All cells in each supercell are alike, so its energy is k times a cell energy. This is `supercellGap_eq`, where `simp` evaluates the constant sums.

For the differentiable part,

f(n + A/k) = f(n) + Df(n)(A)/k + o(1/k),

so k[f(n+A/k) − f(n)] → Df(n)(A). Likewise k[f(n−B/k) − f(n)] → −Df(n)(B). In `differentiable_gap_tendsto`, `hf.lim` supplies both limits, and linearity combines them into Df(n)(A−B).

Write W(n) = ((U−J)/2) Tr(n − n²) for the Hubbard term. Since Tr(An) = Tr(nA), for real t

Tr((n+tA)²) = Tr(n²) + 2t Tr(nA) + t² Tr(A²),

and therefore

W(n+tA) = W(n) + t Tr(VA) − t² ((U−J)/2) Tr(A²).

This is `hubbardTerm_add_smul`: `simp` expands the products and `ring` collects the terms. Taking t = 1/k for A and t = −1/k for B, adding the two changes and multiplying by k gives `hubbard_gap_finite`, for k ≠ 0:

k[W(n+A/k) + W(n−B/k) − 2W(n)] = Tr(V(A−B)) − (U−J)(Tr(A²) + Tr(B²))/(2k)

The last term vanishes as k → ∞, which is `hubbard_gap_tendsto`. The gap is additive in the energy functional, so the two limits add up to the main theorem.

## Orbitals of definite occupation

Let the added electron enter a normalised orbital c with nc = pc and, in the separate removal, let an electron leave a normalised orbital v with nv = qv. Then `orbital_potential` computes

Tr(V ccᵀ) = c·(Vc) = (U−J)(1/2 − p),

and similarly for v with q. Subtracting, `orbital_gap_tendsto` finds the Hubbard contribution (U−J)(q−p).

In `orbital_gap_witness`, orbital 0 is filled, orbital 1 is empty and f(m) = Tr(hm), where h is a real 2×2 matrix that stands for the one-electron Hamiltonian without the Hubbard term. This f is linear, so it is its own derivative. With p = 0 and q = 1, the limiting gap is

h₁₁ − h₀₀ + U − J.

The smallest supercell behaves differently. Here Tr(A²) = Tr(B²) = 1, so the finite formula gives a Hubbard part of

(U−J)(1 − 1/k).

At k = 1 it is zero, because all three states have occupations 0 or 1 only, where W vanishes. The full U−J appears only as the charge spreads out and the occupations become fractional.
